# If $(A-c)^n=0$, a small perturbation of norm $e$ shifts eigenvalues by at most order $e^{1/n}$

A level of a matrix is called defective when it has fewer independent eigenvectors than its multiplicity as a root of the characteristic polynomial. I met one in a paired eigenproblem of random-phase type with a single excitation,

$$M=\begin{pmatrix}\alpha&\beta\\-\beta&-\alpha\end{pmatrix},\qquad \omega=\pm\sqrt{\alpha^2-\beta^2}.$$

At the instability threshold $\alpha=\beta=1$ both frequencies should be zero. My $\alpha$ came out as $1.0001$, and the frequencies as $\pm0.0141$. An error of $10^{-4}$ in the matrix has become an error more than a hundred times larger in the result. Is my eigensolver at fault, and how large can such an error get?

## The matrix error enters through a root

The solver is not at fault: $\pm0.0141$ are the correct eigenvalues of the matrix it was given. At the threshold $M\neq0$ but $M^2=0$, and such a level can respond to an error with its square root.

Let $A$ be the exact complex square matrix, $E$ the error, and $m$ an eigenvalue of $A+E$. Norms are spectral norms (largest singular values). The number $c$ is the unperturbed level, with $(A-c)^n=0$ for some $n\ge1$, and $a$ and $e$ are real numbers with $\|A-c\|\le a$ and $\|E\|\le e$; here $e$ is not the elementary charge. Then

$$|m-c|^n\le(a+e)^n-a^n,\qquad |m-c|\le\bigl(n\,e\,(a+e)^{n-1}\bigr)^{1/n}.$$

In your example $c=0$, $n=2$, $a=2$ and $E=\mathrm{diag}(10^{-4},-10^{-4})$, so $e=10^{-4}$. The first bound gives $|m|\le\sqrt{4.0001\times10^{-4}}\approx0.0200$, and the actual value is $\sqrt{2.0001\times10^{-4}}\approx0.0141$.

The smallest case is $n=1$. Then $A=c$ times the identity, the level is not defective, and both bounds reduce to the linear estimate $|m-c|\le e$.

## Deriving the bound

Take $c=0$ first, and put $D_k=(A+E)^k-A^k$. Splitting off one factor gives

$$D_{k+1}=(A+E)D_k+EA^k.$$

Suppose $\|D_k\|\le(a+e)^k-a^k$, which holds for $k=0$ because $D_0=0$. Since $\|EA^k\|\le e\,a^k$,

$$\|D_{k+1}\|\le(a+e)\bigl((a+e)^k-a^k\bigr)+e\,a^k=(a+e)^{k+1}-a^{k+1}.$$

Now let $(A+E)x=mx$ with $x\neq0$. Repeated application gives $(A+E)^nx=m^nx$. Because $A^n=0$, this says $m^nx=D_nx$, so $|m|^n\|x\|\le\|D_n\|\,\|x\|$. Dividing by $\|x\|$ gives the first bound.

For general $c$, the same $x$ satisfies $(A-c+E)x=(m-c)x$, so the result applies to $A-c$ and $m-c$. For the second bound, factor the difference of powers:

$$(a+e)^n-a^n=e\sum_{k=0}^{n-1}(a+e)^k a^{n-1-k}\le n\,e\,(a+e)^{n-1},$$

and take the $n$-th root.

## A Jordan block that attains the fractional power

Take a Jordan block of size $n+1$ with level zero, and put a complex number $e$ in its lower left corner. With components $x_0,\dots,x_n$, the eigenvalue equation reads

$$x_{i+1}=m\,x_i\quad(0\le i<n),\qquad e\,x_0=m\,x_n.$$

Hence $x_i=m^ix_0$. A nonzero vector needs $x_0\neq0$, and the last equation becomes $m^{n+1}=e$. Conversely, if $m^{n+1}=e$, then $x_i=m^i$ is an eigenvector. For size two and real $e\ge0$ the eigenvalues are $\pm\sqrt e$.

For size at least two, no bound of the form $|m|\le Ce$ holds for all $e>0$. Given $C$, choose $d=1/(|C|+1)$ and the corner entry $e=d^{n+1}$. Then $m=d$ is an eigenvalue, and since $n\ge1$, $d\le1$ and $|C|d<1$,

$$Ce\le|C|\,d^n\,d\le|C|\,d\,d<d.$$

## What the Lean theorems say

`IsEigenvalue M m` means that some nonzero vector `x` satisfies `M *ᵥ x = m • x`. The matrices are complex with a finite index type `ι`, and opening `Matrix.Norms.L2Operator` selects the spectral norm. On a complex number, `‖m‖` is the modulus.

- `eigenvalue_bound_of_nilpotent` is the bound for $c=0$, `defective_level_bound` the one for general $c$, and `fractional_power_bound` the root form. They need no hypothesis $n\ge1$: with $n=0$ the condition on the power says that the identity matrix is zero, which leaves no room for a nonzero vector.
- `jordanBlock n` and `corner n e` have size $n+1$, so the block's `n` is one less than the exponent in the bound. `jordanBlock_pow_eq_zero` shows that the block meets the nilpotency condition with exponent $n+1$.
- `perturbed_eigenvalue_iff` gives the eigenvalues for complex `e`, `two_level_eigenvalue_iff` the pair $\pm\sqrt e$, and `no_linear_bound` the failure of every linear estimate for `n ≠ 0`.

The condition $(A-c)^n=0$ makes $c$ the only eigenvalue of the whole matrix. In a realistic calculation the defective level sits among others, and the step left to you is to separate its block from the rest and to control the error that the separation brings.

For finite matrices with this single level, the bound also tells you how to read a solver's residual. If $x$ has unit length and $r=Ax-mx$, then $m$ is an exact eigenvalue of $A-rx^\dagger$, so $e=\|r\|$ may be used, and for a residual of $10^{-10}$ with $n=2$ and $a$ near 1 it limits the absolute error $|m-c|$ to about $1.4\times10^{-5}$. The error can indeed be far larger than the residual: for the Jordan block of size two with level zero, $m=10^{-5}$ and $x$ proportional to $(1,10^{-5})$ leave a residual of about $10^{-10}$.

```lean
import Mathlib

open Matrix
open scoped Matrix.Norms.L2Operator

namespace DefectiveLevels

noncomputable section

/-- The number `m` is an eigenvalue of the matrix `M`: some nonzero vector `x` has `M x = m x`. -/
def IsEigenvalue {ι : Type*} [Fintype ι] (M : Matrix ι ι ℂ) (m : ℂ) : Prop :=
  ∃ x : ι → ℂ, x ≠ 0 ∧ M *ᵥ x = m • x

/-- The Jordan block of size `n + 1` with level zero: ones just above the diagonal. -/
def jordanBlock (n : ℕ) : Matrix (Fin (n + 1)) (Fin (n + 1)) ℂ :=
  fun i j => if (j : ℕ) = (i : ℕ) + 1 then 1 else 0

/-- The perturbation of size `n + 1` whose only entry is `e`, in the lower left corner. -/
def corner (n : ℕ) (e : ℂ) : Matrix (Fin (n + 1)) (Fin (n + 1)) ℂ :=
  fun i j => if (i : ℕ) = n ∧ (j : ℕ) = 0 then e else 0

/-- In a normed ring, if `‖A‖ ≤ a` and `‖E‖ ≤ e`, the `n`-th power of `A` changes by at most
`(a + e)^n - a^n` when `E` is added to `A`. -/
theorem norm_add_pow_sub_pow_le {R : Type*} [NormedRing R] {A E : R} {a e : ℝ}
    (hA : ‖A‖ ≤ a) (hE : ‖E‖ ≤ e) (n : ℕ) :
    ‖(A + E) ^ n - A ^ n‖ ≤ (a + e) ^ n - a ^ n := by
  have mul_bound : ∀ {x y : R} {r s : ℝ}, ‖x‖ ≤ r → ‖y‖ ≤ s → ‖x * y‖ ≤ r * s :=
    fun hx hy => (norm_mul_le _ _).trans
      (mul_le_mul hx hy (norm_nonneg _) ((norm_nonneg _).trans hx))
  have hEA : ∀ k : ℕ, ‖E * A ^ k‖ ≤ e * a ^ k := by
    intro k
    induction k with
    | zero => simpa using hE
    | succ k ih =>
      rw [pow_succ, pow_succ, ← mul_assoc, ← mul_assoc]
      exact mul_bound ih hA
  induction n with
  | zero => simp
  | succ n ih =>
    -- split off one factor of the perturbed matrix
    have split : (A + E) ^ (n + 1) - A ^ (n + 1)
        = (A + E) * ((A + E) ^ n - A ^ n) + E * A ^ n := by
      rw [pow_succ', pow_succ', mul_sub, add_mul A E (A ^ n)]
      abel
    calc ‖(A + E) ^ (n + 1) - A ^ (n + 1)‖
        ≤ ‖(A + E) * ((A + E) ^ n - A ^ n)‖ + ‖E * A ^ n‖ := by
          rw [split]; exact norm_add_le _ _
      _ ≤ (a + e) * ((a + e) ^ n - a ^ n) + e * a ^ n :=
          add_le_add (mul_bound ((norm_add_le _ _).trans (add_le_add hA hE)) ih) (hEA n)
      _ = (a + e) ^ (n + 1) - a ^ (n + 1) := by ring

variable {ι : Type*} [Fintype ι] [DecidableEq ι]

/-- If `A^n = 0`, `‖A‖ ≤ a` and `‖E‖ ≤ e` in the spectral norm, every eigenvalue `m` of `A + E`
obeys `|m|^n ≤ (a + e)^n - a^n`. -/
theorem eigenvalue_bound_of_nilpotent {A E : Matrix ι ι ℂ} {a e : ℝ} {n : ℕ} {m : ℂ}
    (hn : A ^ n = 0) (hA : ‖A‖ ≤ a) (hE : ‖E‖ ≤ e) (hm : IsEigenvalue (A + E) m) :
    ‖m‖ ^ n ≤ (a + e) ^ n - a ^ n := by
  obtain ⟨x, hx, h⟩ := hm
  -- a matrix with the eigenvector in every column
  let X : Matrix ι ι ℂ := fun i _ => x i
  have hX0 : X ≠ 0 := fun h0 => hx (funext fun i => congrFun (congrFun h0 i) i)
  have hX : (A + E) * X = m • X := by
    ext i j
    exact congrFun h i
  have hp : ∀ k : ℕ, (A + E) ^ k * X = m ^ k • X := by
    intro k
    induction k with
    | zero => simp
    | succ k ih => rw [pow_succ, mul_assoc, hX, mul_smul_comm, ih, smul_smul, pow_succ']
  have key : ‖m‖ ^ n * ‖X‖ ≤ ((a + e) ^ n - a ^ n) * ‖X‖ :=
    calc ‖m‖ ^ n * ‖X‖ = ‖((A + E) ^ n - A ^ n) * X‖ := by
          rw [hn, sub_zero, hp, norm_smul, norm_pow]
      _ ≤ ‖(A + E) ^ n - A ^ n‖ * ‖X‖ := norm_mul_le _ _
      _ ≤ _ := mul_le_mul_of_nonneg_right (norm_add_pow_sub_pow_le hA hE n) (norm_nonneg _)
  exact le_of_mul_le_mul_right key (norm_pos_iff.mpr hX0)

/-- For a level `c` with `(A - c)^n = 0`, `‖A - c‖ ≤ a` and `‖E‖ ≤ e`, every eigenvalue `m` of
`A + E` obeys `|m - c|^n ≤ (a + e)^n - a^n`. -/
theorem defective_level_bound {A E : Matrix ι ι ℂ} {a e : ℝ} {n : ℕ} {c m : ℂ}
    (hn : (A - c • (1 : Matrix ι ι ℂ)) ^ n = 0) (hA : ‖A - c • (1 : Matrix ι ι ℂ)‖ ≤ a)
    (hE : ‖E‖ ≤ e) (hm : IsEigenvalue (A + E) m) :
    ‖m - c‖ ^ n ≤ (a + e) ^ n - a ^ n := by
  obtain ⟨x, hx, h⟩ := hm
  refine eigenvalue_bound_of_nilpotent hn hA hE ⟨x, hx, ?_⟩
  have hc : (c • (1 : Matrix ι ι ℂ)) *ᵥ x = c • x := by
    ext i
    simp [Matrix.mulVec, dotProduct, Matrix.one_apply]
  have hs : A - c • (1 : Matrix ι ι ℂ) + E = (A + E) - c • (1 : Matrix ι ι ℂ) := by abel
  rw [hs, Matrix.sub_mulVec, h, hc, sub_smul]

/-- For a level `c` with `(A - c)^n = 0`, `‖A - c‖ ≤ a` and `‖E‖ ≤ e`, every eigenvalue of `A + E`
lies within the `n`-th root of `n e (a + e)^(n-1)` of `c`. -/
theorem fractional_power_bound {A E : Matrix ι ι ℂ} {a e : ℝ} {n : ℕ} {c m : ℂ}
    (hn : (A - c • (1 : Matrix ι ι ℂ)) ^ n = 0) (hA : ‖A - c • (1 : Matrix ι ι ℂ)‖ ≤ a)
    (hE : ‖E‖ ≤ e) (hm : IsEigenvalue (A + E) m) :
    ‖m - c‖ ≤ ((n : ℝ) * e * (a + e) ^ (n - 1)) ^ ((n : ℝ)⁻¹) := by
  have h := defective_level_bound hn hA hE hm
  have ha : 0 ≤ a := (norm_nonneg _).trans hA
  have he : 0 ≤ e := (norm_nonneg _).trans hE
  -- the difference of the `(k + 1)`-th powers is at most `(k + 1) e (a + e)^k`
  have hb : ∀ k : ℕ, (a + e) ^ (k + 1) - a ^ (k + 1)
      ≤ ((k + 1 : ℕ) : ℝ) * e * (a + e) ^ k := by
    intro k
    induction k with
    | zero => simp
    | succ k ih =>
      calc (a + e) ^ (k + 1 + 1) - a ^ (k + 1 + 1)
          = (a + e) * ((a + e) ^ (k + 1) - a ^ (k + 1)) + e * a ^ (k + 1) := by ring
        _ ≤ (a + e) * (((k + 1 : ℕ) : ℝ) * e * (a + e) ^ k) + e * (a + e) ^ (k + 1) :=
          add_le_add (mul_le_mul_of_nonneg_left ih (add_nonneg ha he))
            (mul_le_mul_of_nonneg_left (pow_le_pow_left₀ ha (by linarith) _) he)
        _ = ((k + 1 + 1 : ℕ) : ℝ) * e * (a + e) ^ (k + 1) := by push_cast; ring
  cases n with
  | zero => norm_num at h
  | succ k =>
    calc ‖m - c‖ = (‖m - c‖ ^ (k + 1)) ^ (((k + 1 : ℕ) : ℝ)⁻¹) :=
          (Real.pow_rpow_inv_natCast (norm_nonneg _) (Nat.succ_ne_zero k)).symm
      _ ≤ _ := Real.rpow_le_rpow (by positivity) (h.trans (hb k)) (by positivity)

/-- The Jordan block of size `n + 1` with level zero has vanishing power `n + 1`. -/
theorem jordanBlock_pow_eq_zero (n : ℕ) : jordanBlock n ^ (n + 1) = 0 := by
  -- the `k`-th power lives on or above the `k`-th superdiagonal
  have h : ∀ (k : ℕ) (i j : Fin (n + 1)), (j : ℕ) < i + k → (jordanBlock n ^ k) i j = 0 := by
    intro k
    induction k with
    | zero =>
      intro i j hij
      rw [pow_zero]
      exact Matrix.one_apply_ne (fun h => by subst h; omega)
    | succ k ih =>
      intro i j hij
      rw [pow_succ, Matrix.mul_apply]
      refine Finset.sum_eq_zero fun l _ => ?_
      by_cases hl : (j : ℕ) = (l : ℕ) + 1
      · rw [ih i l (by omega), zero_mul]
      · simp [jordanBlock, hl]
  ext i j
  exact h _ i j (by have := j.isLt; omega)

/-- The Jordan block with corner entry `e` shifts the components of a vector up by one place and
puts `e` times the first component in the last place. -/
theorem perturbed_mulVec (n : ℕ) (e : ℂ) (x : Fin (n + 1) → ℂ) :
    (∀ i : Fin n, ((jordanBlock n + corner n e) *ᵥ x) i.castSucc = x i.succ) ∧
      ((jordanBlock n + corner n e) *ᵥ x) (Fin.last n) = e * x 0 := by
  constructor
  · intro i
    have hi : (i : ℕ) ≠ n := by have := i.isLt; omega
    change ∑ j, (jordanBlock n + corner n e) i.castSucc j * x j = x i.succ
    rw [Finset.sum_eq_single i.succ]
    · simp [jordanBlock, corner]
    · intro j _ hj
      have hj' : (j : ℕ) ≠ (i : ℕ) + 1 := fun h => hj (Fin.ext (by simpa using h))
      simp [jordanBlock, corner, hi, hj']
    · simp
  · change ∑ j, (jordanBlock n + corner n e) (Fin.last n) j * x j = e * x 0
    rw [Finset.sum_eq_single 0]
    · simp [jordanBlock, corner]
    · intro j _ hj
      have hj' : (j : ℕ) ≠ n + 1 := by have := j.isLt; omega
      simp [jordanBlock, corner, hj, hj']
    · simp

/-- The eigenvalues of the Jordan block of size `n + 1` with corner entry `e` are exactly the
solutions of `m^(n+1) = e`. -/
theorem perturbed_eigenvalue_iff (n : ℕ) (e m : ℂ) :
    IsEigenvalue (jordanBlock n + corner n e) m ↔ m ^ (n + 1) = e := by
  constructor
  · rintro ⟨x, hx, h⟩
    have hs : ∀ i : Fin n, x i.succ = m * x i.castSucc := fun i =>
      ((perturbed_mulVec n e x).1 i).symm.trans (congrFun h i.castSucc)
    have hl : e * x 0 = m * x (Fin.last n) :=
      (perturbed_mulVec n e x).2.symm.trans (congrFun h (Fin.last n))
    -- the components form a geometric sequence
    have hp : ∀ i : Fin (n + 1), x i = m ^ (i : ℕ) * x 0 := by
      intro i
      induction i using Fin.induction with
      | zero => simp
      | succ i ih =>
        rw [hs, ih]
        change m * (m ^ (i : ℕ) * x 0) = m ^ ((i : ℕ) + 1) * x 0
        ring
    have h0 : x 0 ≠ 0 := fun h0 => hx (funext fun i => by simp [hp i, h0])
    have hlast : x (Fin.last n) = m ^ n * x 0 := hp (Fin.last n)
    apply mul_right_cancel₀ h0
    rw [hl, hlast]
    ring
  · intro h
    refine ⟨fun i => m ^ (i : ℕ), fun h0 => ?_, ?_⟩
    · have := congrFun h0 0
      simp at this
    · funext i
      induction i using Fin.lastCases with
      | last =>
        rw [(perturbed_mulVec n e _).2]
        simp only [Fin.val_zero, Fin.val_last, Pi.smul_apply, smul_eq_mul]
        rw [← h]
        ring
      | cast i =>
        rw [(perturbed_mulVec n e _).1]
        change m ^ ((i : ℕ) + 1) = m * m ^ (i : ℕ)
        ring

/-- For real `e ≥ 0` the eigenvalues of `[[0, 1], [e, 0]]` are exactly plus and minus `√e`. -/
theorem two_level_eigenvalue_iff {e : ℝ} (he : 0 ≤ e) (m : ℂ) :
    IsEigenvalue !![0, 1; (e : ℂ), 0] m ↔ m = (√e : ℝ) ∨ m = -((√e : ℝ) : ℂ) := by
  have h : jordanBlock 1 + corner 1 (e : ℂ) = !![0, 1; (e : ℂ), 0] := by
    ext i j
    fin_cases i <;> fin_cases j <;> simp [jordanBlock, corner]
  have key := perturbed_eigenvalue_iff 1 (e : ℂ) m
  rw [h] at key
  refine Iff.trans key ?_
  have hs : (e : ℂ) = ((√e : ℝ) : ℂ) ^ 2 := by
    rw [← Complex.ofReal_pow, Real.sq_sqrt he]
  change m ^ 2 = (e : ℂ) ↔ _
  rw [hs]
  exact sq_eq_sq_iff_eq_or_eq_neg

/-- For a Jordan block of size at least two no error bound linear in the perturbation holds: for
every `C` some corner entry `e > 0` produces an eigenvalue of modulus above `C e`. -/
theorem no_linear_bound {n : ℕ} (hn : n ≠ 0) (C : ℝ) :
    ∃ e : ℝ, 0 < e ∧ ∃ m : ℂ,
      IsEigenvalue (jordanBlock n + corner n (e : ℂ)) m ∧ C * e < ‖m‖ := by
  have hC : 0 < |C| + 1 := by positivity
  obtain ⟨d, hd⟩ : ∃ d : ℝ, d = 1 / (|C| + 1) := ⟨_, rfl⟩
  have hd0 : 0 < d := by rw [hd]; positivity
  have hmul : |C| * d + d = 1 := by rw [hd]; field_simp
  have hd1 : d ≤ 1 := by
    have : 0 ≤ |C| * d := by positivity
    linarith
  -- the eigenvalue `d` belongs to the corner entry `d^(n+1)`
  refine ⟨d ^ (n + 1), by positivity, (d : ℂ), ?_, ?_⟩
  · rw [perturbed_eigenvalue_iff]
    push_cast
    rfl
  · rw [Complex.norm_real, Real.norm_of_nonneg hd0.le]
    calc C * d ^ (n + 1) ≤ |C| * d ^ (n + 1) :=
          mul_le_mul_of_nonneg_right (le_abs_self C) (by positivity)
      _ = |C| * d ^ n * d := by ring
      _ ≤ |C| * d * d :=
          mul_le_mul_of_nonneg_right
            (mul_le_mul_of_nonneg_left (pow_le_of_le_one hd0.le hd1 hn) (abs_nonneg C)) hd0.le
      _ < 1 * d := mul_lt_mul_of_pos_right (by linarith) hd0
      _ = d := one_mul d

end

end DefectiveLevels
```

```lean
#print axioms DefectiveLevels.fractional_power_bound
#print axioms DefectiveLevels.perturbed_eigenvalue_iff
#print axioms DefectiveLevels.two_level_eigenvalue_iff
#print axioms DefectiveLevels.no_linear_bound
```

```
'DefectiveLevels.fractional_power_bound' depends on axioms: [propext, Classical.choice, Quot.sound]
'DefectiveLevels.perturbed_eigenvalue_iff' depends on axioms: [propext, Classical.choice, Quot.sound]
'DefectiveLevels.two_level_eigenvalue_iff' depends on axioms: [propext, Classical.choice, Quot.sound]
'DefectiveLevels.no_linear_bound' depends on axioms: [propext, Classical.choice, Quot.sound]
```

## From the derivation to the Lean proof

`norm_add_pow_sub_pow_le` is the induction on $D_k$, stated in any normed ring. Its local fact `hEA` bounds $\|EA^k\|$, `split` is the identity for $D_{k+1}$, and the final `ring` does the algebra of the bounds.

`eigenvalue_bound_of_nilpotent` replaces the vector $x$ by a matrix `X` with $x$ in every column. Everything then stays within one matrix norm. The fact `hp` is $(A+E)^kX=m^kX$, and the last line cancels the positive number `‖X‖`.

`defective_level_bound` carries out the shift by $c$. In `fractional_power_bound`, the fact `hb` proves the estimate of the difference of powers by induction instead of by the sum above, and `Real.rpow_le_rpow` takes the root.

For the Jordan block, `jordanBlock_pow_eq_zero` shows by induction that entry $(i,j)$ of the $k$-th power vanishes when $j<i+k$; at $k=n+1$ this covers every entry. `perturbed_mulVec` computes the action on a vector, where each sum has a single surviving term. `perturbed_eigenvalue_iff` reads off the recursion, obtains $x_i=m^ix_0$ by induction along the components, and cancels $x_0$; the converse checks the vector $m^i$ place by place. `two_level_eigenvalue_iff` is the case `n = 1` together with $e=(\sqrt e)^2$, and `no_linear_bound` uses the same $d$ as above.
